# Two 2×2 counter-examples for matrix exponentials: the product rule fails for ladder matrices, and exponentials can commute when their generators do not

## Definitions and conventions

All objects are square complex matrices whose rows and columns are labelled by a finite index set $n$. The exponential is the series $\exp X = \sum_{k \ge 0} X^k/k!$, the commutator is $[X,Y] = XY - YX$, and $1$ denotes the identity matrix. The letters $i, j$ are indices and the upright $\mathrm{i}$ is the imaginary unit. For a list $d = (d_i)$ of complex numbers, $\mathrm{diag}(d)$ is the diagonal matrix with entries $d_i$. "The product rule" for a pair $A, B$ means the equation $\exp A \exp B = \exp(A+B)$.

In the two-level case rows and columns are numbered $0$ and $1$, as in Lean. The ladder matrices are

$$E_{12} = \begin{pmatrix} 0 & 1 \\ 0 & 0 \end{pmatrix}, \qquad E_{21} = \begin{pmatrix} 0 & 0 \\ 1 & 0 \end{pmatrix}.$$

Their names count from one, so the unit entry of $E_{12}$ sits at position $(0,1)$ and that of $E_{21}$ at $(1,0)$. No factor $-\mathrm{i}\tau/\hbar$, with $\tau$ a time step, is built in: the argument of $\exp$ is the whole generator.

## The identities

**Product rule.** For matrices with $A^2 = B^2 = 0$,

$$[\exp A \exp B,\; A+B] = ABA - BAB ,$$

so the product rule forces $ABA = BAB$. For $A = aE_{12}$, $B = bE_{21}$ with complex $a, b$ the right side is $\begin{pmatrix} 0 & a^2 b \\ -ab^2 & 0 \end{pmatrix}$, and the product rule holds if and only if $ab = 0$. The choice $a = b = 1$ is the first counter-example: $\exp(E_{12}+E_{21})$ commutes with $E_{12}+E_{21}$ and $\exp E_{12} \exp E_{21}$ does not.

**Commuting exponentials.** Let $D = \mathrm{diag}(d)$. Then $[D,B] = 0$ if and only if $d_i = d_j$ wherever $B_{ij} \ne 0$. If $B^2 = 0$, then $[\exp D, \exp B] = 0$ if and only if $d_i - d_j \in 2\pi\mathrm{i}\,\mathbb{Z}$ wherever $B_{ij} \ne 0$. The second counter-example is $A = \mathrm{diag}(0, 2\pi\mathrm{i})$, $B = E_{12}$, where $\exp A = 1$ and $[\exp A, \exp B] = 0$, yet $[A,B] = -2\pi\mathrm{i}\,E_{12} \ne 0$.

## Where the question arises in computation

A first-order splitting step replaces $\exp(A+B)$ by $\exp A \exp B$. As a model case, take a purely off-diagonal two-level generator $aE_{12} + bE_{21}$ split into its two ladder parts: the first result says that this replacement is exact only when one part is absent. When both parts are present the factors $1+A$ and $1+B$ are not unitary, so this is an illustration and not the splitting of a Hamiltonian into Hermitian parts, often in symmetric form, on which split-operator propagation usually rests. Two step operators that commute can be applied in either order, but this does not show that their generators commute: with $d_j = -\mathrm{i}E_j\tau$ for level energies $E_j$, time step $\tau$ and $\hbar = 1$, the second result says that for a finite diagonal generator and a coupling that squares to zero the exponentials commute whenever $(E_i - E_j)\tau \in 2\pi\mathbb{Z}$ on every coupled pair, whether or not the generators commute.

## Derivation

If $A^2 = 0$, then $A^k = A^2 A^{k-2} = 0$ for $k \ge 2$, and the series stops at $\exp A = 1 + A$. For any $X$, each power $X^k$ commutes with $X$, hence so does the sum, and $[\exp X, X] = 0$.

With $A^2 = B^2 = 0$ the product is $(1+A)(1+B) = 1 + (A+B) + AB$. The terms $1$ and $A+B$ commute with $A+B$, which leaves

$$[AB, A+B] = ABA + AB^2 - A^2B - BAB = ABA - BAB .$$

If the product rule held, the left side would be $[\exp(A+B), A+B] = 0$, so $ABA = BAB$.

For the ladder matrices, $E_{12}^2 = E_{21}^2 = 0$, $E_{12}E_{21} = \mathrm{diag}(1,0)$ and $E_{21}E_{12} = \mathrm{diag}(0,1)$. With $A = aE_{12}$, $B = bE_{21}$ this gives $[A,B] = ab\,\mathrm{diag}(1,-1)$, $ABA = a^2 b\,E_{12}$ and $BAB = ab^2 E_{21}$. The product rule then requires the $(0,1)$ entry $a^2 b = a \cdot ab$ to vanish, so $a = 0$ or $ab = 0$, and $ab = 0$ in both cases. Conversely, if $ab = 0$ then $A = 0$ or $B = 0$, one factor is $\exp 0 = 1$, and both sides are the exponential of the remaining matrix.

For the second part, multiplying $B$ by $D$ on the left scales row $i$ by $d_i$, and on the right scales column $j$ by $d_j$, so

$$[D,B]_{ij} = (d_i - d_j)\,B_{ij} .$$

All entries vanish exactly when $d_i = d_j$ at every position with $B_{ij} \ne 0$. Powers of $D$ are $\mathrm{diag}(d_i^k)$, so $\exp D = \mathrm{diag}(e^{d_i})$. With $B^2 = 0$,

$$[\exp D, \exp B] = [\exp D, 1 + B] = [\mathrm{diag}(e^{d_i}), B],$$

which vanishes exactly when $e^{d_i} = e^{d_j}$ wherever $B_{ij} \ne 0$, and two complex numbers have the same exponential exactly when they differ by an integer multiple of $2\pi\mathrm{i}$. For $D = \mathrm{diag}(\alpha, \beta)$ with complex $\alpha, \beta$ and $B = bE_{12}$ with $b \ne 0$, the only non-zero entry is $B_{01} = b$. The exponentials commute if and only if $\alpha - \beta \in 2\pi\mathrm{i}\,\mathbb{Z}$, and the generators commute if and only if $\alpha = \beta$. At $\alpha = 0$, $\beta = 2\pi\mathrm{i}$, $b = 1$ the difference is $-2\pi\mathrm{i}$, both $e^0$ and $e^{2\pi\mathrm{i}}$ equal $1$, and the $(0,1)$ entry of the generator commutator is $(0 - 2\pi\mathrm{i}) \cdot 1$.

## The file

```lean
import Mathlib

open Matrix NormedSpace

namespace ExponentialCommutationCounterexamples

noncomputable section

variable {n : Type*} [Fintype n] [DecidableEq n]

/-- The commutator `[X, Y] = XY - YX`. -/
def opComm {R : Type*} [Ring R] (X Y : R) : R := X * Y - Y * X

/-- The two-level ladder matrix with a single unit entry at position `(0, 1)`. -/
def E12 : Matrix (Fin 2) (Fin 2) ℂ := !![0, 1; 0, 0]

/-- The two-level ladder matrix with a single unit entry at position `(1, 0)`. -/
def E21 : Matrix (Fin 2) (Fin 2) ℂ := !![0, 0; 1, 0]

/-- The diagonal generator `diag(0, 2πi)`. -/
def phaseGenerator : Matrix (Fin 2) (Fin 2) ℂ :=
  diagonal ![0, 2 * (Real.pi : ℂ) * Complex.I]

/-- If `A² = 0` then `exp A = 1 + A`. -/
theorem exp_of_sq_zero (A : Matrix n n ℂ) (hA : A * A = 0) : exp A = 1 + A := by
  have hser : exp A = ∑' k : ℕ, ((k.factorial : ℂ)⁻¹) • A ^ k := by
    exact congrFun (NormedSpace.exp_eq_tsum (𝕂 := ℂ) (𝔸 := Matrix n n ℂ)) A
  -- all terms of order two and higher vanish
  have hvan : ∀ k ∉ Finset.range 2, ((k.factorial : ℂ)⁻¹) • A ^ k = 0 := by
    intro k hk
    have h2 : 2 ≤ k := by
      rw [Finset.mem_range] at hk
      omega
    obtain ⟨m, rfl⟩ := Nat.exists_eq_add_of_le h2
    rw [pow_add, pow_two, hA, zero_mul, smul_zero]
  rw [hser, tsum_eq_sum hvan]
  simp [Finset.sum_range_succ]

/-- The exponential of a matrix commutes with the matrix itself. -/
theorem opComm_exp_self (X : Matrix n n ℂ) : opComm (exp X) X = 0 := by
  have h : Commute X (exp X) := (Commute.refl X).exp_right
  unfold opComm
  exact sub_eq_zero.mpr h.symm.eq

/-- For `A² = B² = 0` the commutator of `exp A exp B` with `A + B` is `ABA - BAB`. -/
theorem opComm_exp_mul_exp (A B : Matrix n n ℂ) (hA : A * A = 0) (hB : B * B = 0) :
    opComm (exp A * exp B) (A + B) = A * B * A - B * A * B := by
  rw [exp_of_sq_zero A hA, exp_of_sq_zero B hB]
  unfold opComm
  -- only the term AB of the product can fail to commute with A + B
  have h : (1 + A) * (1 + B) * (A + B) - (A + B) * ((1 + A) * (1 + B))
      = A * B * A - B * A * B + A * (B * B) - (A * A) * B := by
    noncomm_ring
  rw [h, hA, hB]
  simp

/-- For `A² = B² = 0` the product rule `exp A exp B = exp (A + B)` requires `ABA = BAB`. -/
theorem aba_eq_bab_of_product_rule (A B : Matrix n n ℂ) (hA : A * A = 0) (hB : B * B = 0)
    (h : exp A * exp B = exp (A + B)) : A * B * A = B * A * B := by
  have h1 := opComm_exp_mul_exp A B hA hB
  rw [h, opComm_exp_self] at h1
  exact sub_eq_zero.mp h1.symm

/-- The scaled ladder matrices `a E12` and `b E21` square to zero, and their commutator is
`ab diag(1, -1)`. -/
theorem sq_zero_witness (a b : ℂ) :
    (a • E12) * (a • E12) = 0 ∧ (b • E21) * (b • E21) = 0 ∧
      opComm (a • E12) (b • E21) = (a * b) • !![1, 0; 0, -1] := by
  refine ⟨?_, ?_, ?_⟩
  · ext i j
    fin_cases i <;> fin_cases j <;> simp [E12, Matrix.mul_apply, Fin.sum_univ_succ]
  · ext i j
    fin_cases i <;> fin_cases j <;> simp [E21, Matrix.mul_apply, Fin.sum_univ_succ]
  · ext i j
    fin_cases i <;> fin_cases j <;>
      simp [opComm, E12, E21]
    all_goals ring1

/-- The commutator of `exp (a E12) exp (b E21)` with `a E12 + b E21` is the matrix with
off-diagonal entries `a²b` and `-ab²`. -/
theorem ladder_opComm (a b : ℂ) :
    opComm (exp (a • E12) * exp (b • E21)) (a • E12 + b • E21)
      = !![0, a ^ 2 * b; -(a * b ^ 2), 0] := by
  rw [opComm_exp_mul_exp _ _ (sq_zero_witness a b).1 (sq_zero_witness a b).2.1]
  ext i j
  fin_cases i <;> fin_cases j <;> simp [E12, E21]
  all_goals first | ring1 | (left; ring1)

/-- The product rule `exp (a E12) exp (b E21) = exp (a E12 + b E21)` holds exactly when
`ab = 0`. -/
theorem ladder_product_rule_iff (a b : ℂ) :
    exp (a • E12) * exp (b • E21) = exp (a • E12 + b • E21) ↔ a * b = 0 := by
  constructor
  · intro h
    -- the right-hand side commutes with the summed generator, so a²b must vanish
    have h1 := ladder_opComm a b
    rw [h, opComm_exp_self] at h1
    have h01 : (0 : ℂ) = a ^ 2 * b := by simpa using congrFun (congrFun h1 0) 1
    have h2 : a * (a * b) = 0 := by linear_combination -h01
    rcases mul_eq_zero.mp h2 with h3 | h3
    · rw [h3, zero_mul]
    · exact h3
  · intro h
    rcases mul_eq_zero.mp h with h3 | h3
    · simp [h3]
    · simp [h3]

/-- A diagonal matrix `diag(d)` commutes with `B` exactly when `d i = d j` for every
non-zero entry `B i j`. -/
theorem opComm_diagonal_eq_zero_iff (d : n → ℂ) (B : Matrix n n ℂ) :
    opComm (diagonal d) B = 0 ↔ ∀ i j, B i j ≠ 0 → d i = d j := by
  -- entrywise, [D, B]_ij = (d_i - d_j) B_ij
  have key : ∀ i j, opComm (diagonal d) B i j = (d i - d j) * B i j := by
    intro i j
    simp only [opComm, Matrix.sub_apply, Matrix.diagonal_mul, Matrix.mul_diagonal]
    ring
  constructor
  · intro h i j hij
    have h2 : (d i - d j) * B i j = 0 := by rw [← key i j, h, Matrix.zero_apply]
    exact sub_eq_zero.mp ((mul_eq_zero.mp h2).resolve_right hij)
  · intro h
    ext i j
    rw [key i j, Matrix.zero_apply]
    by_cases hb : B i j = 0
    · rw [hb, mul_zero]
    · rw [h i j hb, sub_self, zero_mul]

/-- The exponential of `diag(d)` is the diagonal matrix of the complex exponentials
`exp (d i)`. -/
theorem exp_diagonal_eq (d : n → ℂ) :
    exp (diagonal d) = diagonal fun i => Complex.exp (d i) := by
  have h : exp d = fun i => Complex.exp (d i) := by
    rw [Complex.exp_eq_exp_ℂ]
    first
      | exact Pi.exp_def d
      | exact funext fun i => Pi.coe_exp d i
  rw [Matrix.exp_diagonal, h]

/-- For `B² = 0`, the exponentials of `diag(d)` and `B` commute exactly when `d i` and `d j`
differ by an integer multiple of `2πi` for every non-zero entry `B i j`. -/
theorem opComm_exp_diagonal_eq_zero_iff (d : n → ℂ) (B : Matrix n n ℂ) (hB : B * B = 0) :
    opComm (exp (diagonal d)) (exp B) = 0 ↔
      ∀ i j, B i j ≠ 0 → ∃ k : ℤ, d i = d j + k * (2 * (Real.pi : ℂ) * Complex.I) := by
  have h : ∀ D : Matrix n n ℂ, opComm D (1 + B) = opComm D B := by
    intro D
    unfold opComm
    noncomm_ring
  rw [exp_diagonal_eq, exp_of_sq_zero B hB, h, opComm_diagonal_eq_zero_iff]
  -- the complex exponential has period 2πi
  simp only [Complex.exp_eq_exp_iff_exists_int]

/-- For `b ≠ 0`, the exponentials of `diag(α, β)` and `b E12` commute exactly when `α` and `β`
differ by an integer multiple of `2πi`; the generators commute exactly when `α = β`. -/
theorem two_level_commutation (α β b : ℂ) (hb : b ≠ 0) :
    (opComm (exp (diagonal ![α, β])) (exp (b • E12)) = 0 ↔
        ∃ k : ℤ, α = β + k * (2 * (Real.pi : ℂ) * Complex.I)) ∧
      (opComm (diagonal ![α, β]) (b • E12) = 0 ↔ α = β) := by
  -- b E12 has exactly one non-zero entry
  have h01 : (b • E12) 0 1 ≠ 0 := by simp [E12, hb]
  have supp : ∀ i j, (b • E12) i j ≠ 0 → i = 0 ∧ j = 1 := by
    intro i j
    fin_cases i <;> fin_cases j <;> simp [E12]
  constructor
  · rw [opComm_exp_diagonal_eq_zero_iff _ _ (sq_zero_witness b b).1]
    constructor
    · intro h
      simpa using h 0 1 h01
    · intro h i j hij
      obtain ⟨rfl, rfl⟩ := supp i j hij
      simpa using h
  · rw [opComm_diagonal_eq_zero_iff]
    constructor
    · intro h
      simpa using h 0 1 h01
    · intro h i j hij
      obtain ⟨rfl, rfl⟩ := supp i j hij
      simpa using h

/-- For `A = diag(0, 2πi)` and `B = E12`: `exp A = 1` and `[exp A, exp B] = 0`, while
`[A, B] = -2πi E12` is not zero. -/
theorem exponentials_commute_generators_do_not :
    exp phaseGenerator = 1 ∧ opComm (exp phaseGenerator) (exp E12) = 0 ∧
      opComm phaseGenerator E12 = (-(2 * (Real.pi : ℂ) * Complex.I)) • E12 ∧
      opComm phaseGenerator E12 ≠ 0 := by
  unfold phaseGenerator
  have h := two_level_commutation 0 (2 * (Real.pi : ℂ) * Complex.I) 1 one_ne_zero
  simp only [one_smul] at h
  refine ⟨?_, h.1.mpr ⟨-1, by push_cast; ring⟩, ?_, ?_⟩
  · -- both diagonal phases exponentiate to one
    have h1 : (fun i : Fin 2 => Complex.exp (![0, 2 * (Real.pi : ℂ) * Complex.I] i))
        = fun _ => 1 := by
      funext i
      fin_cases i <;> simp [Complex.exp_two_pi_mul_I]
    rw [exp_diagonal_eq, h1]
    exact Matrix.diagonal_one
  · ext i j
    simp only [opComm, Matrix.sub_apply, Matrix.diagonal_mul, Matrix.mul_diagonal,
      Matrix.smul_apply]
    fin_cases i <;> fin_cases j <;> simp [E12]
  · exact fun h0 => Complex.two_pi_I_ne_zero (h.2.mp h0).symm

end

end ExponentialCommutationCounterexamples
```

```lean
#print axioms ExponentialCommutationCounterexamples.aba_eq_bab_of_product_rule
-- 'ExponentialCommutationCounterexamples.aba_eq_bab_of_product_rule' depends on axioms: [propext, Classical.choice, Quot.sound]
#print axioms ExponentialCommutationCounterexamples.ladder_product_rule_iff
-- 'ExponentialCommutationCounterexamples.ladder_product_rule_iff' depends on axioms: [propext, Classical.choice, Quot.sound]
#print axioms ExponentialCommutationCounterexamples.exponentials_commute_generators_do_not
-- 'ExponentialCommutationCounterexamples.exponentials_commute_generators_do_not' depends on axioms: [propext, Classical.choice, Quot.sound]
```

## Reading the statements and the proofs

`Matrix n n ℂ` is the space of complex matrices over the index set $n$, `exp` is Mathlib's exponential from `NormedSpace`, `*` is the matrix product and `•` is multiplication by a scalar. `opComm` is the commutator with the sign fixed above, `diagonal d` is $\mathrm{diag}(d)$, and `phaseGenerator` is $\mathrm{diag}(0, 2\pi\mathrm{i})$. The condition $A^2 = 0$ enters as the hypothesis `A * A = 0`, and $d_i - d_j \in 2\pi\mathrm{i}\,\mathbb{Z}$ appears as `∃ k : ℤ, d i = d j + k * (2 * (Real.pi : ℂ) * Complex.I)`, with an integer $k$ that may differ from one pair $(i,j)$ to another.

`exp_of_sq_zero` writes the exponential as its series in `hser`, shows in `hvan` that every term of order $k = 2 + m$, with $m \ge 0$, contains the factor $A^2$, and reduces the infinite sum to the terms $k = 0, 1$. `opComm_exp_self` takes $[\exp X, X] = 0$ from Mathlib: $X$ commutes with itself, and `exp_right` carries this over to the exponential. `opComm_exp_mul_exp` substitutes $1 + A$ and $1 + B$, expands to the four-term expression of the derivation in `h`, and removes $AB^2$ and $A^2B$ with the two hypotheses. `aba_eq_bab_of_product_rule` rewrites the product as $\exp(A+B)$ inside that identity, which turns its left side into zero.

`sq_zero_witness` checks entry by entry that both scaled ladder matrices square to zero and that their commutator is $ab\,\mathrm{diag}(1,-1)$. `ladder_opComm` inserts the first two facts into the general identity and evaluates $ABA - BAB$. In `ladder_product_rule_iff` the forward direction reads off the $(0,1)$ entry as `h01`, rearranges it to `a * (a * b) = 0` and splits on which factor vanishes; the backward direction splits into $a = 0$ and $b = 0$.

In `opComm_diagonal_eq_zero_iff`, which assumes nothing about $B$, the step `key` is the entrywise formula $(d_i - d_j)B_{ij}$, and both directions are read from it. `exp_diagonal_eq` combines `Matrix.exp_diagonal` with the identification of the componentwise exponential with `Complex.exp`. `opComm_exp_diagonal_eq_zero_iff` chains these with $[D, 1+B] = [D,B]$ and ends on the periodicity lemma `Complex.exp_eq_exp_iff_exists_int`. `two_level_commutation` proves that $(0,1)$ is a non-zero entry of $bE_{12}$ (`h01`, where `hb` is used) and the only possible one (`supp`), so both general criteria collapse to one condition. `exponentials_commute_generators_do_not` takes $\alpha = 0$, $\beta = 2\pi\mathrm{i}$, $b = 1$ with $k = -1$, computes $\exp A = 1$ and $[A,B]$ directly, and obtains $[A,B] \ne 0$ from $2\pi\mathrm{i} \ne 0$.

One technique carries over to other nilpotent algebra. The tactic `noncomm_ring`, called without arguments as it is here, normalises ring expressions without using hypotheses such as `hA`, so the identity `h` is stated in a form valid for all $A$ and $B$, with the leftover terms bracketed as `A * (B * B)` and `(A * A) * B`. The patterns `A * A` and `B * B` then occur literally, and `rw [h, hA, hB]` replaces them by zero. The companion for series is `tsum_eq_sum`, which turns an infinite sum into a finite one once the terms outside a finite set are shown to vanish.

## Scope and limits

The theorems are exact statements about finite matrices. The Baker–Campbell–Hausdorff and Hadamard series do not appear in them, no norm bound on $\exp A \exp B - \exp(A+B)$ is given, and $\exp(aE_{12} + bE_{21})$ is not evaluated in the proofs: the failure of the product rule is inferred from a property that one side has and the other lacks. Nothing is stated about $\exp(D+B)$, about symmetric or higher-order splittings, or about rounding. A Hermitian matrix with zero square is zero, so the condition $B^2 = 0$ excludes $B = -\mathrm{i}\tau H$ for a non-zero Hermitian $H$; a kinetic–potential splitting is a different setting. For general $n$, $ABA = BAB$ is proved necessary for the product rule and is not claimed to be sufficient. The examples below were worked on paper and have not been through Lean.

*The converse fails.* Take $3 \times 3$ matrices with indices $0,1,2$, $A$ with a single unit entry at $(0,1)$ and $B$ at $(1,2)$. Then $BA = 0$, so $ABA = BAB = 0$, while $AB \ne 0$ has its unit entry at $(0,2)$. The product is $1 + A + B + AB$, whereas $(A+B)^2 = AB$ and $(A+B)^3 = 0$ give $\exp(A+B) = 1 + A + B + \tfrac12 AB$.

*Without the hypotheses.* For $1 \times 1$ matrices $A = 1$, $B = 2$, whose squares are not zero, the product rule holds but $ABA = 2$ and $BAB = 4$. Without `hB` in the diagonal criterion, let $P = \tfrac12\begin{pmatrix} 1 & 1 \\ 1 & 1 \end{pmatrix}$, so $P^2 = P$, and $B = 2\pi\mathrm{i}P$. Then $\exp B = 1 + (e^{2\pi\mathrm{i}} - 1)P = 1$ commutes with $\exp \mathrm{diag}(0,1)$, although $B_{01} \ne 0$ and $d_0 - d_1 = -1$. Without `hb`, the choice $b = 0$, $\alpha = 0$, $\beta = 1$ makes both commutators zero while neither condition on $\alpha, \beta$ holds.

*Smallest sizes.* For an empty index set every statement is trivially true. For a single index, $A^2 = 0$ forces $A = 0$ and all matrices commute, so neither counter-example exists below size two.

*Numbers.* Let $\sigma_x = E_{12} + E_{21}$ and $a = b = -\mathrm{i}\tau$ with $\tau = 0.1$, so that $A + B = -\mathrm{i}\tau\sigma_x$. The product is

$$(1+A)(1+B) = \begin{pmatrix} 1 + ab & a \\ b & 1 \end{pmatrix} = \begin{pmatrix} 0.99 & -0.1\,\mathrm{i} \\ -0.1\,\mathrm{i} & 1 \end{pmatrix}.$$

Since $\sigma_x^2 = 1$, the exact step is $\cos\tau - \mathrm{i}\sin\tau\,\sigma_x$, with diagonal entries $0.99500$ and off-diagonal entries $-0.09983\,\mathrm{i}$. The diagonal errors are about $-0.005$ and $+0.005$, close to $\tfrac12[A,B] = \tfrac12 ab\,\mathrm{diag}(1,-1)$ with $ab = -0.01$. The commutator of the product with $A+B$ has entries $a^2 b = 0.001\,\mathrm{i}$ at $(0,1)$ and $-ab^2 = -0.001\,\mathrm{i}$ at $(1,0)$. It is of order $\tau^3$ while the error is of order $\tau^2$, so a non-zero value detects the failure, but its size should not be read as an estimate of the error.
